# A half-turn about x cancels equal precessions about z on its two sides, for every spin

Take a spin one-half that precesses about z by an angle t. Spin up acquires the phase e^(−it/2). A half-turn about x now turns up into down, apart from a constant factor. If the spin then precesses by the same angle t, it acquires e^(+it/2), and the two phases multiply to 1. Spin down goes through the same history with the signs exchanged. Nothing that depends on t remains, so t need not be known.

The problems below extend this to complex square matrices Jx, Jy, Jz of any finite size that satisfy two commutation relations, with ħ = 1 and [A,B] = AB − BA:

[Jx,Jy] = iJz, [Jz,Jx] = iJy

They say that Jx generates rotations that mix the y and z components. The third angular momentum relation and Hermiticity are not assumed. In Lean the two relations are the hypotheses `hxy` and `hzx`, and the index type `n` labels the basis states.

The Hahn echo experiment normally begins with a quarter-turn that creates transverse magnetisation. Here that step belongs to the preparation of the initial state, and the theorems treat the refocusing that follows. The pulse is an exact half-turn with no precession during it, and there is no relaxation or diffusion.

```lean
import Mathlib

open Matrix
open Complex (I)

namespace HahnEcho

noncomputable section

variable {n : Type*} [Fintype n] [DecidableEq n]
```

The function `evolve H t` is exp(−itH). It describes both free precession and the pulse. With H = Jz or Jx, the real number t is an angle; with a Hamiltonian, it is a time. In a product, the rightmost factor acts first.

```lean
/-- The propagator `exp(-i t H)` generated by the matrix `H` for a time (or angle) `t`. -/
def evolve (H : Matrix n n ℂ) (t : ℝ) : Matrix n n ℂ :=
  NormedSpace.exp ((-(I * (t : ℂ))) • H)
```

## (a) The exponential as a power series

Show that for every square matrix X the exponential series converges, with

Σₖ Xᵏ/k! = exp(X), k = 0, 1, 2, …

**Solution.** In a submultiplicative norm, ‖Xᵏ‖ ≤ ‖X‖ᵏ for k ≥ 1. The series is therefore dominated by that of the number e^‖X‖ and converges absolutely. Its sum is the matrix exponential. The Lean proof chooses such a norm locally and applies Mathlib's series theorem; `HasSum` states convergence to the given value.

```lean
/-- The matrix exponential is the sum of its power series. -/
theorem exp_hasSum (X : Matrix n n ℂ) :
    HasSum (fun k : ℕ => ((k.factorial : ℂ)⁻¹) • X ^ k) (NormedSpace.exp X) := by
  let _ : NormedRing (Matrix n n ℂ) := Matrix.linftyOpNormedRing
  let _ : NormedAlgebra ℂ (Matrix n n ℂ) := Matrix.linftyOpNormedAlgebra
  exact NormedSpace.exp_series_hasSum_exp' (𝕂 := ℂ) X
```

## (b) Moving a matrix past an exponential

Let AK = KB. Show that

exp(A) K = K exp(B)

**Solution.** First, AᵏK = KBᵏ by induction. The case k = 0 is clear, and

Aᵏ⁺¹K = Aᵏ(AK) = AᵏKB = KBᵏB = KBᵏ⁺¹

Dividing by k! and summing gives the claim. K need not be invertible. In Lean, `hk` is the induction, `e` equates the two series term by term, and uniqueness of the limit finishes the proof.

```lean
/-- If `K` turns the generator `B` into the generator `A`, it does the same to their
exponentials. -/
theorem exp_intertwine {A B K : Matrix n n ℂ} (h : A * K = K * B) :
    NormedSpace.exp A * K = K * NormedSpace.exp B := by
  have hk : ∀ k : ℕ, A ^ k * K = K * B ^ k := by
    intro k
    induction k with
    | zero => simp
    | succ k ih => rw [pow_succ, pow_succ, mul_assoc, h, ← mul_assoc, ih, mul_assoc]
  -- compare the two series term by term
  have h1 := (exp_hasSum A).mul_right K
  have h2 := (exp_hasSum B).mul_left K
  have e : (fun k : ℕ => (((k.factorial : ℂ)⁻¹) • A ^ k) * K)
      = fun k : ℕ => K * (((k.factorial : ℂ)⁻¹) • B ^ k) := by
    funext k
    rw [smul_mul_assoc, mul_smul_comm, hk k]
  rw [e] at h1
  exact h1.unique h2
```

## (c) The exponential of a multiple of the identity

Show that for every complex number c

exp(c1) = e^c 1

**Solution.** Since (c1)ᵏ = cᵏ1, the matrix series is the scalar series for e^c times the identity. Lean compares the same two series, `h1` and `h3`.

```lean
/-- The exponential of a multiple of the identity is a scalar factor times the identity. -/
theorem exp_scalar (c : ℂ) :
    NormedSpace.exp (c • (1 : Matrix n n ℂ)) = Complex.exp c • (1 : Matrix n n ℂ) := by
  have h1 := exp_hasSum (c • (1 : Matrix n n ℂ))
  have h2 : HasSum (fun k : ℕ => ((k.factorial : ℂ)⁻¹) • c ^ k) (Complex.exp c) := by
    rw [Complex.exp_eq_exp_ℂ]
    exact NormedSpace.exp_series_hasSum_exp' (𝕂 := ℂ) c
  have h3 := h2.smul_const (1 : Matrix n n ℂ)
  have e : (fun k : ℕ => ((k.factorial : ℂ)⁻¹) • (c • (1 : Matrix n n ℂ)) ^ k)
      = fun k : ℕ => (((k.factorial : ℂ)⁻¹) • c ^ k) • (1 : Matrix n n ℂ) := by
    funext k
    rw [smul_pow, one_pow, smul_assoc]
  rw [e] at h1
  exact h1.unique h3
```

## (d) The phase of a ladder operator

Let [J,K] = sK, so that K shifts eigenvalues of J by s. Show that for real θ

exp(−iθJ) K = e^(−iθs) K exp(−iθJ)

**Solution.** The commutator gives JK = K(J + s1). Multiply by −iθ:

(−iθJ) K = K (−iθJ − iθs1)

Part (b) carries this over to the exponentials. The two terms on the right commute, so their exponential factorises, and (c) turns the second factor into the number e^(−iθs), which is a phase when s is real. The shifted generator is `hK` in the Lean proof, where `module` collects the scalar coefficients.

```lean
/-- If `K` is a ladder operator for `J` with step `s`, moving the rotation `exp(-iθJ)` past `K`
gives the scalar factor `exp(-iθs)`. -/
theorem ladder_phase {J K : Matrix n n ℂ} {s : ℂ} (h : J * K - K * J = s • K) (θ : ℝ) :
    evolve J θ * K = Complex.exp (-(I * (θ : ℂ) * s)) • (K * evolve J θ) := by
  have hJ : J * K = s • K + K * J := sub_eq_iff_eq_add.mp h
  -- past `K`, the generator `J` is shifted by `s`
  have hK : ((-(I * (θ : ℂ))) • J) * K
      = K * ((-(I * (θ : ℂ))) • J + (-(I * (θ : ℂ) * s)) • (1 : Matrix n n ℂ)) := by
    simp only [smul_mul_assoc, hJ, mul_add, mul_smul_comm, mul_one]
    module
  unfold evolve
  rw [exp_intertwine hK,
    Matrix.exp_add_of_commute _ _ ((Commute.one_right _).smul_right _),
    exp_scalar, mul_smul_comm, mul_one, mul_smul_comm]
```

## (e) The half-turn reverses Jz

Write P = exp(−iπJx) for the pulse. Show that

P Jz = −Jz P

**Solution.** Put K₊ = Jy + iJz and K₋ = Jy − iJz. Then

[Jx,K₊] = iJz + i(−iJy) = K₊

[Jx,K₋] = iJz − i(−iJy) = −K₋

These are ladder operators for Jx with s = 1 and s = −1. By (d) with θ = π, their phases are e^(−iπ) and e^(iπ), both equal to −1. Hence PK₊ = −K₊P and PK₋ = −K₋P. Subtracting, with K₊ − K₋ = 2iJz, gives

2i (P Jz + Jz P) = 0

In Lean, `up` and `down` are the two commutators, `e1` and `e2` the phases, and `h3` the last equation.

```lean
/-- A half-turn pulse about `x` anticommutes with `Jz`. -/
theorem half_turn_anticommutes {Jx Jy Jz : Matrix n n ℂ}
    (hxy : Jx * Jy - Jy * Jx = I • Jz) (hzx : Jz * Jx - Jx * Jz = I • Jy) :
    evolve Jx Real.pi * Jz = -(Jz * evolve Jx Real.pi) := by
  -- `Jy ± i Jz` raise and lower `Jx` by one
  have up : Jx * (Jy + I • Jz) - (Jy + I • Jz) * Jx = (1 : ℂ) • (Jy + I • Jz) := by
    calc _ = (Jx * Jy - Jy * Jx) - I • (Jz * Jx - Jx * Jz) := by
          simp only [mul_add, add_mul, mul_smul_comm, smul_mul_assoc]
          module
      _ = _ := by
          rw [hxy, hzx, smul_smul, Complex.I_mul_I]
          module
  have down : Jx * (Jy - I • Jz) - (Jy - I • Jz) * Jx = (-1 : ℂ) • (Jy - I • Jz) := by
    calc _ = (Jx * Jy - Jy * Jx) + I • (Jz * Jx - Jx * Jz) := by
          simp only [mul_sub, sub_mul, mul_smul_comm, smul_mul_assoc]
          module
      _ = _ := by
          rw [hxy, hzx, smul_smul, Complex.I_mul_I]
          module
  -- for a half turn both phases equal `-1`
  have e1 : Complex.exp (-(I * (Real.pi : ℂ) * 1)) = -1 := by
    rw [show -(I * (Real.pi : ℂ) * 1) = -((Real.pi : ℂ) * I) by ring, Complex.exp_neg,
      Complex.exp_pi_mul_I]
    norm_num
  have e2 : Complex.exp (-(I * (Real.pi : ℂ) * (-1))) = -1 := by
    rw [show -(I * (Real.pi : ℂ) * (-1)) = (Real.pi : ℂ) * I by ring, Complex.exp_pi_mul_I]
  have h1 := ladder_phase up Real.pi
  have h2 := ladder_phase down Real.pi
  rw [e1] at h1
  rw [e2] at h2
  simp only [mul_add, add_mul, mul_smul_comm, smul_mul_assoc] at h1
  simp only [mul_sub, sub_mul, mul_smul_comm, smul_mul_assoc] at h2
  have h3 : (2 * I) • (evolve Jx Real.pi * Jz + Jz * evolve Jx Real.pi) = 0 := by
    linear_combination (norm := module) h1 - h2
  exact eq_neg_of_add_eq_zero_left
    ((smul_eq_zero.mp h3).resolve_left (by simp [Complex.I_ne_zero]))
```

## (f) Unequal delays

Let the spin precess by a before the pulse and by b after it. Show that

exp(−ibJz) P exp(−iaJz) = P exp(−i(a−b)Jz)

**Solution.** By (e), (−ibJz)P = P(ibJz), and (b) gives

exp(−ibJz) P = P exp(ibJz)

The exponentials of Jz now stand side by side, and their exponents add to −i(a−b)Jz. These steps are `hrev` and `hsum`. The `generalize` line replaces the pulse by an arbitrary matrix P that anticommutes with Jz, which is all the argument uses.

For a numerical instance, take spin one-half with a = π/2 and b = π/6. The pulse has zeros on the diagonal and −i in both other entries. On the left, the upper right entry is

e^(−iπ/12) · (−i) · e^(iπ/4) = −i e^(iπ/6)

On the right, the remaining angle is a − b = π/3, and the same entry is −i e^(iπ/6).

The side on which the remainder stands matters. Moving it to the left of P reverses its sign, giving exp(−i(b−a)Jz) P. Writing exp(−i(a−b)Jz) P instead is a slip that the case a = b does not reveal.

```lean
/-- Precession by `a` before and by `b` after a half-turn pulse equals precession by the
difference `a - b` followed by the pulse. -/
theorem unequal_delays {Jx Jy Jz : Matrix n n ℂ}
    (hxy : Jx * Jy - Jy * Jx = I • Jz) (hzx : Jz * Jx - Jx * Jz = I • Jy) (a b : ℝ) :
    evolve Jz b * evolve Jx Real.pi * evolve Jz a
      = evolve Jx Real.pi * evolve Jz (a - b) := by
  have hP := half_turn_anticommutes hxy hzx
  generalize evolve Jx Real.pi = P at hP ⊢
  -- the pulse reverses the sense of precession
  have hrev : ((-(I * (b : ℂ))) • Jz) * P = P * ((I * (b : ℂ)) • Jz) := by
    simp only [smul_mul_assoc, mul_smul_comm, hP]
    module
  have hsum : (I * (b : ℂ)) • Jz + (-(I * (a : ℂ))) • Jz
      = (-(I * ((a - b : ℝ) : ℂ))) • Jz := by
    push_cast
    module
  unfold evolve
  rw [exp_intertwine hrev, mul_assoc, ← Matrix.exp_add_of_commute _ _
    (((Commute.refl Jz).smul_left _).smul_right _), hsum]
```

## (g) The echo

Let both precession angles equal t. Show that for every real t

exp(−itJz) P exp(−itJz) = P

**Solution.** Set a = b = t in (f). The remaining factor is exp(0) = 1, which is `h0` in the Lean proof. For an offset frequency ω and a delay τ on each side, t = ωτ. The right-hand side contains neither, but the sequence still performs the half-turn. If Jz ≠ 0, this is not the identity, since P = 1 in (e) would give Jz = −Jz.

```lean
/-- **Hahn echo**: with a half-turn pulse midway, precession about `z` by any angle `t` on each
side of the pulse cancels, and the whole sequence equals the pulse alone. -/
theorem hahn_echo {Jx Jy Jz : Matrix n n ℂ}
    (hxy : Jx * Jy - Jy * Jx = I • Jz) (hzx : Jz * Jx - Jx * Jz = I • Jy) (t : ℝ) :
    evolve Jz t * evolve Jx Real.pi * evolve Jz t = evolve Jx Real.pi := by
  have h0 : evolve Jz 0 = 1 := by simp [evolve]
  rw [unequal_delays hxy hzx, sub_self, h0, mul_one]
```

## (h) An ensemble with different offsets

Let the members k of a finite ensemble have static offsets ωₖ and real weights pₖ with Σₖ pₖ = 1. All start in ρ and share the delay τ. With Uₖ = exp(−iωₖτJz) P exp(−iωₖτJz), show that

Σₖ pₖ Uₖ ρ Uₖ† = P ρ P†

**Solution.** By (g), Uₖ = P for every k. The common matrix PρP† comes out of the sum, and the weights add to 1. Lean rewrites with `hahn_echo` and does the same.

The symbol `ᴴ` is the conjugate transpose. For Hermitian Jx and a density matrix ρ, the right-hand side is the state after the pulse alone. The theorem itself allows any matrix ρ and does not require positive weights. For a simulation of non-interacting spins with static offsets and ideal pulses, this gives an exact result to compare with.

```lean
/-- For offsets `ω k` and real weights `p k` summing to one, the weighted sum of `U ρ Uᴴ` over the
echo sequences `U` equals `P ρ Pᴴ`, where `P` is the pulse alone and `ρ` is any matrix. -/
theorem ensemble_echo {ι : Type*} [Fintype ι] {Jx Jy Jz : Matrix n n ℂ}
    (hxy : Jx * Jy - Jy * Jx = I • Jz) (hzx : Jz * Jx - Jx * Jz = I • Jy)
    (ω p : ι → ℝ) (hp : ∑ k, p k = 1) (τ : ℝ) (ρ : Matrix n n ℂ) :
    ∑ k, p k • ((evolve Jz (ω k * τ) * evolve Jx Real.pi * evolve Jz (ω k * τ)) * ρ
        * (evolve Jz (ω k * τ) * evolve Jx Real.pi * evolve Jz (ω k * τ))ᴴ)
      = evolve Jx Real.pi * ρ * (evolve Jx Real.pi)ᴴ := by
  simp only [hahn_echo hxy hzx]
  rw [← Finset.sum_smul, hp, one_smul]
```

## (i) A quadratic term is not refocused

Let H = ωJz + qJz² with real ω and q, acting for a time t on each side of the pulse. Show that

exp(−itH) P exp(−itH) = P exp(−2iqtJz²)

**Solution.** Passing P changes the sign of Jz once and that of Jz² twice, so

HP = PH′, H′ = −ωJz + qJz²

By (b), the left-hand side is P exp(−itH′) exp(−itH). Both H′ and H are polynomials in Jz and commute, so the exponents add, and H′ + H = 2qJz². In Lean these steps are `hrev`, `hcomm` and `hsum`.

For spin one, the states m = ±1 acquire the phase e^(−2iqt) relative to m = 0. For spin one-half, Jz² is a quarter of the identity, and the remainder is only an overall phase.

```lean
/-- Under the Hamiltonian `ω Jz + q Jz²` the echo removes the linear term, while the quadratic
term accumulates over both delays. -/
theorem quadratic_term_survives {Jx Jy Jz : Matrix n n ℂ}
    (hxy : Jx * Jy - Jy * Jx = I • Jz) (hzx : Jz * Jx - Jx * Jz = I • Jy) (ω q t : ℝ) :
    evolve ((ω : ℂ) • Jz + (q : ℂ) • (Jz * Jz)) t * evolve Jx Real.pi
        * evolve ((ω : ℂ) • Jz + (q : ℂ) • (Jz * Jz)) t
      = evolve Jx Real.pi * evolve (Jz * Jz) (2 * q * t) := by
  have hP := half_turn_anticommutes hxy hzx
  generalize evolve Jx Real.pi = P at hP ⊢
  have hJP : Jz * P = -(P * Jz) := by rw [hP, neg_neg]
  have hsq : Jz * Jz * P = P * (Jz * Jz) := by
    rw [mul_assoc, hJP, mul_neg, ← mul_assoc, hJP, neg_mul, neg_neg, mul_assoc]
  -- the pulse flips the sign of `Jz` and leaves `Jz²` alone
  have hrev : ((-(I * (t : ℂ))) • ((ω : ℂ) • Jz + (q : ℂ) • (Jz * Jz))) * P
      = P * ((-(I * (t : ℂ))) • (-((ω : ℂ) • Jz) + (q : ℂ) • (Jz * Jz))) := by
    simp only [smul_mul_assoc, mul_smul_comm, add_mul, mul_add, mul_neg, hJP, hsq]
    module
  have hcomm : Commute ((-(I * (t : ℂ))) • (-((ω : ℂ) • Jz) + (q : ℂ) • (Jz * Jz)))
      ((-(I * (t : ℂ))) • ((ω : ℂ) • Jz + (q : ℂ) • (Jz * Jz))) := by
    unfold Commute SemiconjBy
    simp only [smul_mul_assoc, mul_smul_comm, add_mul, mul_add, neg_mul, mul_neg, mul_assoc]
    module
  have hsum : (-(I * (t : ℂ))) • (-((ω : ℂ) • Jz) + (q : ℂ) • (Jz * Jz))
      + (-(I * (t : ℂ))) • ((ω : ℂ) • Jz + (q : ℂ) • (Jz * Jz))
      = (-(I * ((2 * q * t : ℝ) : ℂ))) • (Jz * Jz) := by
    push_cast
    module
  unfold evolve
  rw [exp_intertwine hrev, mul_assoc, ← Matrix.exp_add_of_commute _ _ hcomm, hsum]
```

## (j) Spin one as an example

Show that the following matrices X, Y, Z satisfy all three angular momentum relations:

[X,Y] = iZ, [Y,Z] = iX, [Z,X] = iY

```lean
/-- The `x` component of spin one in the Cartesian basis. -/
def spinOneX : Matrix (Fin 3) (Fin 3) ℂ := !![0, 0, 0; 0, 0, -I; 0, I, 0]

/-- The `y` component of spin one in the Cartesian basis. -/
def spinOneY : Matrix (Fin 3) (Fin 3) ℂ := !![0, 0, I; 0, 0, 0; -I, 0, 0]

/-- The `z` component of spin one in the Cartesian basis. -/
def spinOneZ : Matrix (Fin 3) (Fin 3) ℂ := !![0, -I, 0; I, 0, 0; 0, 0, 0]
```

**Solution.** Count rows and columns 0, 1, 2, as Lean does. The product XY has the single non-zero entry −1 at (1,0), and YX has the single non-zero entry −1 at (0,1). Their difference has +1 at (0,1) and −1 at (1,0), which is iZ. The cyclic relabelling 0 → 1 → 2 → 0 takes X to Y, Y to Z and Z to X, and so gives the other two relations. Lean checks all nine entries of each equation separately. The assumptions of (e) to (i) are thus met by a case in which Jz is not zero.

```lean
/-- The Cartesian spin-one matrices satisfy all three angular momentum commutation relations. -/
theorem spinOne_witness :
    spinOneX * spinOneY - spinOneY * spinOneX = I • spinOneZ ∧
    spinOneY * spinOneZ - spinOneZ * spinOneY = I • spinOneX ∧
    spinOneZ * spinOneX - spinOneX * spinOneZ = I • spinOneY := by
  refine ⟨?_, ?_, ?_⟩ <;> ext i j <;> fin_cases i <;> fin_cases j <;>
    simp [spinOneX, spinOneY, spinOneZ]

end

end HahnEcho
```

```lean
#print axioms HahnEcho.half_turn_anticommutes
#print axioms HahnEcho.ensemble_echo
#print axioms HahnEcho.quadratic_term_survives
```

```
'HahnEcho.half_turn_anticommutes' depends on axioms: [propext, Classical.choice, Quot.sound]
'HahnEcho.ensemble_echo' depends on axioms: [propext, Classical.choice, Quot.sound]
'HahnEcho.quadratic_term_survives' depends on axioms: [propext, Classical.choice, Quot.sound]
```
